# Inverse-square image sum on a ring: $\sum_{n\in\mathbb Z} 1/(x+nL)^2=(\pi/L)^2/\sin^2(\pi x/L)$ for $x\notin L\mathbb Z$

## The potential and the ring

Two particles on a line repel with an energy equal to a constant times the inverse square of their distance. Under periodic boundary conditions with period $L>0$, a particle at separation $x$ is repeated at $x+nL$ for every integer $n$. All these copies are called images here, including the particle itself at $n=0$. The pair energy is the sum over all $n$. The coupling constant is set to one, so energies appear as inverse squared lengths.

```lean
import Mathlib

open scoped Real

namespace InverseSquareRing

noncomputable section

/-- The trigonometric pair potential `(π/L)² / sin²(πx/L)` on a ring of circumference `L`, meant for
`L > 0` and `x` not an integer multiple of `L`. -/
def ringPotential (L x : ℝ) : ℝ := (π / L) ^ 2 / Real.sin (π * x / L) ^ 2
```

`ringPotential L x` is the closed trigonometric form, written $V_L(x)$ below. It is not defined as the image sum; that the two agree is the main theorem. The condition $x\neq nL$ in the theorems says that no image sits on top of the other particle, where the interaction diverges.

```lean
/-- The point at arc length `x` on a circle of circumference `L` centred at the origin of the
complex plane, for `L > 0`. -/
def ringPoint (L x : ℝ) : ℂ :=
  ⟨L / (2 * π) * Real.cos (2 * π * x / L), L / (2 * π) * Real.sin (2 * π * x / L)⟩
```

`ringPoint L x` bends the period into a circle of radius $L/2\pi$ in the complex plane. The angle brackets list the real and imaginary parts, so the point is $\frac{L}{2\pi}e^{2\pi i x/L}$. It is needed only for the chord distance at the end.

## Doubling the ring

```lean
/-- On a ring of circumference `L > 0` the potential is unchanged when the separation is shifted
by a whole number of turns. -/
theorem ringPotential_periodic {L : ℝ} (hL : 0 < L) (x : ℝ) (n : ℤ) :
    ringPotential L (x + n * L) = ringPotential L x := by
  have e : 2 * (π * (x + n * L) / L) = 2 * (π * x / L) + n * (2 * π) := by
    field_simp
  unfold ringPotential
  rw [Real.sin_sq_eq_half_sub (π * (x + n * L) / L), Real.sin_sq_eq_half_sub (π * x / L), e,
    Real.cos_add_int_mul_two_pi]
```

In this Lean theorem, the variables and hypotheses stand in the first line and the claim follows the colon at its end; the proof comes after `:= by`. The claim is $V_L(x+nL)=V_L(x)$. Write $\sin^2\theta=\tfrac12-\tfrac12\cos 2\theta$ with $\theta=\pi x/L$. The shift adds $2\pi n$ to $2\theta$, which leaves the cosine unchanged.

```lean
/-- For `L > 0` and `x` off the lattice `Lℤ`, the potential on a ring of length `L` is the sum of
two potentials on a ring of length `2L`, at separations `x` and `x + L`. -/
theorem ringPotential_double {L x : ℝ} (hL : 0 < L) (h : ∀ n : ℤ, x ≠ n * L) :
    ringPotential L x = ringPotential (2 * L) x + ringPotential (2 * L) (x + L) := by
  have hs : Real.sin (π * x / L) ≠ 0 := by
    intro h0
    obtain ⟨n, hn⟩ := Real.sin_eq_zero_iff.1 h0
    rw [eq_div_iff hL.ne'] at hn
    exact h n (mul_left_cancel₀ Real.pi_ne_zero (by linarith))
  have e : π * x / L = 2 * (π * x / (2 * L)) := by field_simp
  have e2 : π * (x + L) / (2 * L) = π * x / (2 * L) + π / 2 := by field_simp
  have alg : ∀ s c : ℝ, s ≠ 0 → c ≠ 0 → s ^ 2 + c ^ 2 = 1 →
      (π / L) ^ 2 / (2 * s * c) ^ 2 = (π / (2 * L)) ^ 2 / s ^ 2 + (π / (2 * L)) ^ 2 / c ^ 2 := by
    intro s c hs hc key
    calc (π / L) ^ 2 / (2 * s * c) ^ 2
        = (π / (2 * L)) ^ 2 * (s ^ 2 + c ^ 2) / (s ^ 2 * c ^ 2) := by
          rw [key]
          field_simp
      _ = _ := by
          field_simp
          ring
  rw [e, Real.sin_two_mul] at hs
  unfold ringPotential
  rw [e2, Real.sin_add_pi_div_two, e, Real.sin_two_mul]
  exact alg _ _ (fun h0 => hs (by rw [h0]; ring)) (fun h0 => hs (by rw [h0]; ring))
    (Real.sin_sq_add_cos_sq _)
```

The claim is $V_L(x)=V_{2L}(x)+V_{2L}(x+L)$. With $\theta=\pi x/2L$, $s=\sin\theta$ and $c=\cos\theta$,

$$\frac{(\pi/L)^2}{(2sc)^2}=\Big(\frac{\pi}{2L}\Big)^2\frac{s^2+c^2}{s^2c^2}=\Big(\frac{\pi}{2L}\Big)^2\Big(\frac1{s^2}+\frac1{c^2}\Big).$$

Since $c=\sin(\theta+\pi/2)=\sin(\pi(x+L)/2L)$, the second term is the potential at $x+L$. In the proof, `hs` shows that $\sin(\pi x/L)\neq0$, and `alg` is the displayed identity.

```lean
/-- For `L > 0` and `x` off the lattice `Lℤ`, the potential on a ring of length `L` is the sum
over `2^m` equally spaced images on a ring of length `2^m L`. -/
theorem ringPotential_images (m : ℕ) : ∀ {L x : ℝ}, 0 < L → (∀ n : ℤ, x ≠ n * L) →
    ringPotential L x = ∑ k ∈ Finset.range (2 ^ m), ringPotential (2 ^ m * L) (x + k * L) := by
  -- a sum over an even number of sites splits into its two sublattices
  have split : ∀ (f : ℕ → ℝ) (N : ℕ), ∑ k ∈ Finset.range (2 * N), f k
      = ∑ k ∈ Finset.range N, (f (2 * k) + f (2 * k + 1)) := by
    intro f N
    induction N with
    | zero => simp
    | succ N ih =>
      rw [show 2 * (N + 1) = 2 * N + 1 + 1 by ring, Finset.sum_range_succ,
        Finset.sum_range_succ, ih, Finset.sum_range_succ]
      ring
  induction m with
  | zero => intro L x _ _; simp
  | succ m ih =>
    intro L x hL h
    have h1 : ∀ n : ℤ, x ≠ n * (2 * L) := fun n hn => h (2 * n) (by push_cast; linarith)
    have h2 : ∀ n : ℤ, x + L ≠ n * (2 * L) :=
      fun n hn => h (2 * n - 1) (by push_cast; linarith)
    have e : (2 : ℝ) ^ (m + 1) * L = 2 ^ m * (2 * L) := by ring
    rw [ringPotential_double hL h, ih (by positivity) h1, ih (by positivity) h2, e,
      pow_succ' (2 : ℕ) m, split, ← Finset.sum_add_distrib]
    refine Finset.sum_congr rfl fun k _ => ?_
    push_cast
    congr 2 <;> ring
```

Repeating the doubling $m$ times gives

$$V_L(x)=\sum_{k=0}^{2^m-1}V_{2^mL}(x+kL).$$

For $m=0$ this is a single term. For the induction step, double once, then apply the formula for $m$ on the ring of length $2L$ at $x$ and at $x+L$. The resulting positions are $x+2kL$ and $x+(2k+1)L$, the even and odd sublattices, which `split` combines into one sum.

## Comparison with the bare inverse square

```lean
/-- For a nonzero angle of at most a quarter turn, `1/sin² t` lies between `1/t²` and
`1/t² + 1`. -/
theorem inv_sin_sq_bounds {t : ℝ} (h0 : t ≠ 0) (ht : |t| ≤ π / 2) :
    1 / t ^ 2 ≤ 1 / Real.sin t ^ 2 ∧ 1 / Real.sin t ^ 2 ≤ 1 / t ^ 2 + 1 := by
  have aux : ∀ a : ℝ, 0 < a → a ≤ π / 2 →
      1 / a ^ 2 ≤ 1 / Real.sin a ^ 2 ∧ 1 / Real.sin a ^ 2 ≤ 1 / a ^ 2 + 1 := by
    intro a ha hb
    have hs : 0 < Real.sin a := Real.sin_pos_of_pos_of_lt_pi ha (by linarith [Real.pi_pos])
    have hc : 0 ≤ Real.cos a := Real.cos_nonneg_of_mem_Icc ⟨by linarith, hb⟩
    -- the tangent lies above its argument
    have h2 : a * Real.cos a ≤ Real.sin a := by
      rcases eq_or_lt_of_le hb with h | h
      · rw [h, Real.cos_pi_div_two, Real.sin_pi_div_two]
        norm_num
      · have h3 := Real.le_tan ha.le h
        rwa [Real.tan_eq_sin_div_cos,
          le_div_iff₀ (Real.cos_pos_of_mem_Ioo ⟨by linarith, h⟩)] at h3
    have h3 := pow_le_pow_left₀ (mul_nonneg ha.le hc) h2 2
    rw [mul_pow, Real.cos_sq'] at h3
    refine ⟨one_div_le_one_div_of_le (by positivity)
      (pow_le_pow_left₀ hs.le (Real.sin_le ha.le) 2), ?_⟩
    have e : 1 / a ^ 2 + 1 = (1 + a ^ 2) / a ^ 2 := by field_simp
    rw [e, div_le_div_iff₀ (by positivity) (by positivity)]
    nlinarith [h3]
  rcases lt_or_gt_of_ne h0 with h | h
  · have h1 := aux (-t) (by linarith) (by linarith [neg_le_abs t])
    rwa [Real.sin_neg, neg_sq, neg_sq] at h1
  · exact aux t h ((le_abs_self t).trans ht)
```

For $0<a\le\pi/2$, $\sin a\le a$ gives the lower bound. For the upper one, $a\cos a\le\sin a$: this is $\tan a\ge a$ below $\pi/2$, and $0\le1$ at $\pi/2$. Squaring gives $a^2(1-\sin^2a)\le\sin^2a$, hence $a^2\le(1+a^2)\sin^2a$. Dividing by $a^2\sin^2a$ yields $1/\sin^2a\le1/a^2+1$. Negative angles follow because both sides are even.

```lean
/-- On a ring of length `L > 0`, at nonzero separation up to half the circumference, the potential
exceeds the bare inverse square by an amount between `0` and `(π/L)²`. -/
theorem ringPotential_bounds {L x : ℝ} (hL : 0 < L) (h0 : x ≠ 0) (hx : |x| ≤ L / 2) :
    1 / x ^ 2 ≤ ringPotential L x ∧ ringPotential L x ≤ 1 / x ^ 2 + (π / L) ^ 2 := by
  have hc : 0 < π / L := div_pos Real.pi_pos hL
  have et : π * x / L = π / L * x := by ring
  have ht : |π / L * x| ≤ π / 2 := by
    rw [abs_mul, abs_of_pos hc]
    calc π / L * |x| ≤ π / L * (L / 2) := mul_le_mul_of_nonneg_left hx hc.le
      _ = π / 2 := by field_simp
  obtain ⟨h1, h2⟩ := inv_sin_sq_bounds (mul_ne_zero hc.ne' h0) ht
  have e1 : (π / L) ^ 2 * (1 / (π / L * x) ^ 2) = 1 / x ^ 2 := by
    have := Real.pi_ne_zero
    field_simp
  have h3 := mul_le_mul_of_nonneg_left h1 (sq_nonneg (π / L))
  have h4 := mul_le_mul_of_nonneg_left h2 (sq_nonneg (π / L))
  rw [mul_add, e1, mul_one, mul_one_div] at h4
  rw [e1, mul_one_div] at h3
  unfold ringPotential
  rw [et]
  exact ⟨h3, h4⟩
```

Put $t=\pi x/L$ and multiply by $(\pi/L)^2$:

$$\frac1{x^2}\le V_L(x)\le\frac1{x^2}+\Big(\frac{\pi}{L}\Big)^2,\qquad 0<|x|\le\frac L2 .$$

This contains the limit of a large ring: at fixed $x\ne0$, the potential tends to $1/x^2$ as $L\to\infty$.

```lean
/-- For `L > 0` and `x` in the cell `[0, L)` but off the lattice `Lℤ`, a window of `2^(m+1)` images
reproduces the ring potential from below with error at most `(π/L)² / 2^(m+1)`. -/
theorem window_bounds {L x : ℝ} (hL : 0 < L) (hx0 : 0 ≤ x) (hxL : x < L)
    (h : ∀ n : ℤ, x ≠ n * L) (m : ℕ) :
    ∑ k ∈ Finset.range (2 ^ (m + 1)), 1 / (x + ((k : ℝ) - 2 ^ m) * L) ^ 2 ≤ ringPotential L x ∧
    ringPotential L x ≤ ∑ k ∈ Finset.range (2 ^ (m + 1)), 1 / (x + ((k : ℝ) - 2 ^ m) * L) ^ 2
      + (π / L) ^ 2 / 2 ^ (m + 1) := by
  have hsum : ringPotential L x = ∑ k ∈ Finset.range (2 ^ (m + 1)),
      ringPotential (2 ^ (m + 1) * L) (x + ((k : ℝ) - 2 ^ m) * L) := by
    have h1 := ringPotential_images (m + 1) (x := x + ((-2 ^ m : ℤ) : ℝ) * L) hL
      (fun n hn => h (n + 2 ^ m) (by push_cast at hn ⊢; linarith))
    rw [ringPotential_periodic hL] at h1
    rw [h1]
    refine Finset.sum_congr rfl fun k _ => ?_
    congr 1
    push_cast
    ring
  -- every image in the window is within half the circumference of the large ring
  have hb : ∀ k ∈ Finset.range (2 ^ (m + 1)), _ := fun k hk =>
    ringPotential_bounds (L := 2 ^ (m + 1) * L) (x := x + ((k : ℝ) - 2 ^ m) * L)
      (by positivity)
      (fun h0 => h (2 ^ m - k) (by push_cast; linarith))
      (by
        have hk1 : (k : ℝ) + 1 ≤ 2 ^ (m + 1) := by
          exact_mod_cast Nat.succ_le_of_lt (Finset.mem_range.1 hk)
        have h1 := mul_le_mul_of_nonneg_right hk1 hL.le
        have h2 : 0 ≤ (k : ℝ) * L := by positivity
        rw [pow_succ] at h1 ⊢
        rw [abs_le]
        constructor <;> linarith)
  rw [hsum]
  refine ⟨Finset.sum_le_sum fun k hk => (hb k hk).1,
    (Finset.sum_le_sum fun k hk => (hb k hk).2).trans (le_of_eq ?_)⟩
  rw [Finset.sum_add_distrib, Finset.sum_const, Finset.card_range, nsmul_eq_mul]
  push_cast
  congr 1
  field_simp
```

Take $0\le x<L$, off the lattice. Shift $x$ by $-2^mL$, which periodicity allows, and split into $2^{m+1}$ terms on a ring of length $2^{m+1}L$. Their positions $x+(k-2^m)L$, with $0\le k<2^{m+1}$, lie between $-2^mL$ and $2^mL$, within half the large circumference. The previous bound therefore applies to each term, and the excesses add up to at most

$$2^{m+1}\Big(\frac{\pi}{2^{m+1}L}\Big)^2=\frac{(\pi/L)^2}{2^{m+1}}.$$

For $L=1$ and $x=\tfrac12$, the potential is $\pi^2\approx9.870$. The window $m=0$ holds the images at $\mp\tfrac12$ and gives $4+4=8$, with error bound $\pi^2/2\approx4.93$. The window $m=1$ adds those at $\mp\tfrac32$ and gives $8+\tfrac89\approx8.889$, with error bound $\pi^2/4\approx2.47$. The actual errors are about $1.87$ and $0.98$.

## The full image sum

```lean
/-- For `L > 0` and `x` not an integer multiple of `L`, the inverse-square interactions with all
periodic images sum to `(π/L)² / sin²(πx/L)`. -/
theorem hasSum_inverse_square {L x : ℝ} (hL : 0 < L) (h : ∀ n : ℤ, x ≠ n * L) :
    HasSum (fun n : ℤ => 1 / (x + n * L) ^ 2) ((π / L) ^ 2 / Real.sin (π * x / L) ^ 2) := by
  -- first the cell `[0, L)`: the potential is the least upper bound of the finite sums
  have cell : ∀ y : ℝ, 0 ≤ y → y < L → (∀ n : ℤ, y ≠ n * L) →
      HasSum (fun n : ℤ => 1 / (y + n * L) ^ 2) (ringPotential L y) := by
    intro y hy0 hyL hy
    have hw : ∀ m : ℕ, ∑ n ∈ (Finset.range (2 ^ (m + 1))).image
        (fun k : ℕ => (k : ℤ) - ((2 ^ m : ℕ) : ℤ)), 1 / (y + (n : ℝ) * L) ^ 2
        = ∑ k ∈ Finset.range (2 ^ (m + 1)), 1 / (y + ((k : ℝ) - 2 ^ m) * L) ^ 2 := by
      intro m
      rw [Finset.sum_image (by intro a _ b _ hab; simpa using hab)]
      norm_num
    refine hasSum_of_isLUB_of_nonneg _ (fun n => by positivity) ⟨?_, ?_⟩
    · rintro _ ⟨s, rfl⟩
      change ∑ n ∈ s, 1 / (y + (n : ℝ) * L) ^ 2 ≤ ringPotential L y
      obtain ⟨K, hK⟩ : ∃ K : ℕ, K = ∑ i ∈ s, i.natAbs := ⟨_, rfl⟩
      refine (Finset.sum_le_sum_of_subset_of_nonneg ?_ (fun _ _ _ => by positivity)).trans
        ((hw K).le.trans (window_bounds hL hy0 hyL hy K).1)
      intro n hn
      have h1 : n.natAbs ≤ K := hK ▸ Finset.single_le_sum (f := fun i : ℤ => i.natAbs)
        (fun _ _ => Nat.zero_le _) hn
      have h2 : K < 2 ^ K := Nat.lt_two_pow_self
      refine Finset.mem_image.2 ⟨(n + ((2 ^ K : ℕ) : ℤ)).toNat, Finset.mem_range.2 ?_, ?_⟩
      · rw [pow_succ]
        omega
      · omega
    · intro c hc
      refine le_of_forall_pos_le_add fun ε hε => ?_
      obtain ⟨m, hm⟩ := exists_nat_gt ((π / L) ^ 2 / ε)
      rw [div_lt_iff₀ hε] at hm
      have h1 := (hw m).symm.le.trans (hc ⟨_, rfl⟩)
      have h2 : (m : ℝ) < 2 ^ m := by exact_mod_cast (Nat.lt_two_pow_self : m < 2 ^ m)
      have h3 := mul_lt_mul_of_pos_right h2 hε
      have h4 : (π / L) ^ 2 / 2 ^ (m + 1) ≤ ε := by
        rw [div_le_iff₀ (by positivity), pow_succ (2 : ℝ) m]
        have h5 : 0 < (2 : ℝ) ^ m * ε := by positivity
        linarith
      linarith [(window_bounds hL hy0 hyL hy m).2]
  -- then translate `x` into the cell and relabel the images
  obtain ⟨q, hq⟩ : ∃ q : ℤ, q = ⌊x / L⌋ := ⟨_, rfl⟩
  have hq1 : (q : ℝ) * L ≤ x := by
    rw [← le_div_iff₀ hL, hq]
    exact Int.floor_le _
  have hq2 : x < ((q : ℝ) + 1) * L := by
    rw [← div_lt_iff₀ hL, hq]
    exact Int.lt_floor_add_one _
  have hy := (Equiv.addRight q).hasSum_iff.2 (cell (x - q * L) (by linarith) (by linarith)
    (fun n hn => h (n + q) (by push_cast; linarith)))
  have e : ringPotential L (x - q * L) = ringPotential L x := by
    rw [← ringPotential_periodic hL (x - q * L) q, sub_add_cancel]
  have ef : (fun n : ℤ => 1 / (x + (n : ℝ) * L) ^ 2)
      = (fun n : ℤ => 1 / (x - q * L + (n : ℝ) * L) ^ 2) ∘ Equiv.addRight q := by
    funext n
    have h1 : x - q * L + ((n + q : ℤ) : ℝ) * L = x + n * L := by push_cast; ring
    simp only [Function.comp_apply, Equiv.coe_addRight]
    rw [h1]
  rw [e] at hy
  rw [ef]
  exact hy
```

`HasSum f a` says that the finite partial sums of `f` converge to `a` as the finite sets of terms grow to take in every index, in whatever order, so convergence is part of the claim.

First let $y\in[0,L)$ be off the lattice, so that $y\neq0$; this is the part called `cell`. Any finite set of integers fits into a window: if $K$ is the sum of their absolute values, each lies between $-K$ and $K$, and $K<2^K$. As all terms are nonnegative, every finite sum is at most $V_L(y)$. Conversely, if $c$ bounds all finite sums, then $V_L(y)\le c+(\pi/L)^2/2^{m+1}$ for every $m$, so $V_L(y)\le c$. Thus $V_L(y)$ is the least upper bound, which for nonnegative terms is the sum.

For general $x$, let $q=\lfloor x/L\rfloor$ and $y=x-qL$. Then $x+nL=y+(n+q)L$, so the two series differ only by the relabelling `Equiv.addRight q`, and $V_L(y)=V_L(x)$.

```lean
/-- For two particles on a ring of length `L > 0` whose separation is not a multiple of `L`, the
inverse-square interactions with all images sum to the inverse square of the chord distance. -/
theorem hasSum_inverse_chord_sq {L x y : ℝ} (hL : 0 < L) (h : ∀ n : ℤ, x - y ≠ n * L) :
    HasSum (fun n : ℤ => 1 / (x - y + n * L) ^ 2)
      (1 / ‖ringPoint L x - ringPoint L y‖ ^ 2) := by
  have chord : ‖ringPoint L x - ringPoint L y‖ ^ 2
      = (L / π) ^ 2 * Real.sin (π * (x - y) / L) ^ 2 := by
    have e : 2 * (π * (x - y) / L) = 2 * π * x / L - 2 * π * y / L := by ring
    rw [Complex.sq_norm, Complex.normSq_apply, Complex.sub_re, Complex.sub_im,
      Real.sin_sq_eq_half_sub, e, Real.cos_sub]
    simp only [ringPoint]
    linear_combination (L / (2 * π)) ^ 2 * Real.sin_sq_add_cos_sq (2 * π * x / L)
      + (L / (2 * π)) ^ 2 * Real.sin_sq_add_cos_sq (2 * π * y / L)
  have e : 1 / ‖ringPoint L x - ringPoint L y‖ ^ 2
      = (π / L) ^ 2 / Real.sin (π * (x - y) / L) ^ 2 := by
    rw [chord, ← inv_div π L]
    generalize Real.sin (π * (x - y) / L) = s
    generalize π / L = c
    rw [inv_pow, one_div, mul_inv, inv_inv, div_eq_mul_inv]
  rw [e]
  exact hasSum_inverse_square hL h

end

end InverseSquareRing
```

Here $x$ and $y$ are the positions of the two particles, and $x-y$ is their separation. With $z_x$ and $z_y$ for their points on the circle,

$$|z_x-z_y|^2=\Big(\frac{L}{2\pi}\Big)^2\Big(2-2\cos\frac{2\pi(x-y)}{L}\Big)=\Big(\frac L\pi\Big)^2\sin^2\frac{\pi(x-y)}{L}.$$

The reciprocal is $V_L(x-y)$, so the image sum equals the inverse square of the straight chord through the circle.

This is the pair interaction of the Calogero–Sutherland model on a ring and, at lattice sites, the distance dependence of the Haldane–Shastry exchange; the theorems concern this one-dimensional pair function, not the many-body spectra. 

```lean
#print axioms InverseSquareRing.hasSum_inverse_square
#print axioms InverseSquareRing.hasSum_inverse_chord_sq
```

```
'InverseSquareRing.hasSum_inverse_square' depends on axioms: [propext, Classical.choice, Quot.sound]
'InverseSquareRing.hasSum_inverse_chord_sq' depends on axioms: [propext, Classical.choice, Quot.sound]
```
